# In a two-channel direct-RPA model with fixed coupling K > 0, the correlation energy tends to −K as the gap closes

## What is left of the RPA energy when both frequencies vanish?

Take one occupied and one empty orbital, separated by a gap $D>0$. There is one spin-conserving excitation for each spin, and the Coulomb interaction couples the two with strength $K>0$. In direct RPA, the variant without exchange terms in the matrices, this gives

$$
A=D\,\mathbf 1+KJ,\qquad B=KJ,\qquad J=\begin{pmatrix}1&1\\1&1\end{pmatrix}.
$$

The squared frequencies are the eigenvalues of $(A-B)(A+B)$, and I get $D^2$ and $D^2+4DK$. Both go to zero with the gap. The correlation energy, half the sum of the frequencies minus $\tfrac12\operatorname{tr}A$, does not: I find that it tends to $-K$.

I would like to see this proved in Lean, with the eigenvalues computed from the matrices and not put in by assumption. I would also like to know how the energy approaches its limit.

## The frequencies vanish, but half the trace keeps the coupling

Your result is correct, and the limit is approached as a square root, with infinite slope at zero gap.

The coupling cancels in the difference, $A-B=D\,\mathbf 1$, while $A+B=D\,\mathbf 1+2KJ$. Hence

$$
(A-B)(A+B)=D^2\,\mathbf 1+2DK\,J=
\begin{pmatrix}D^2+2DK&2DK\\2DK&D^2+2DK\end{pmatrix}.
$$

The matrix $J$ sends the spin-antisymmetric vector $(1,-1)/\sqrt2$ to zero and multiplies the spin-symmetric vector $(1,1)/\sqrt2$ by 2. The eigenvalues are therefore $D^2$ and $D^2+4DK$. The antisymmetric excitation keeps the bare frequency $D$, and the symmetric one has the frequency $\omega=\sqrt{D^2+4DK}$.

Since $\operatorname{tr}A=2(D+K)$, the correlation energy is

$$
E=\frac{D+\omega}{2}-(D+K)=\frac{\omega-D}{2}-K .
$$

For positive $D$ and $K$ we have $D^2<\omega^2<(D+2K)^2$, because the right-hand side exceeds $\omega^2$ by $4K^2$. So $D<\omega<D+2K$, which gives $-K<E<0$. As $D\to0^+$, $\omega\to0$ and $E\to-K$.

For the rate, write $\omega=\sqrt D\,\sqrt{D+4K}$. Then

$$
\frac{E+K}{\sqrt D}=\frac{\sqrt{D+4K}-\sqrt D}{2}\longrightarrow\sqrt K .
$$

Dividing once more by $\sqrt D$ gives

$$
\frac{E+K}{D}=\frac{E+K}{\sqrt D}\cdot\frac1{\sqrt D}\longrightarrow+\infty .
$$

For electronic-structure work on small-gap systems, such as stretched bonds, this shows in a model with one excitation per spin and fixed coupling that a finite RPA correlation energy can still depend very steeply on the gap.

## The model and its limits in Lean

The matrices $J$, $A$ and $B$ are `spinOnes`, `blockA D K` and `blockB K`. They are real matrices indexed by `Fin 2`, whose two elements label the spin channels. The real numbers `D` and `K` are energies in a common unit. Physically, `D` is the orbital-energy difference, and `K` is the Coulomb repulsion of the transition density with itself.

The energy `rpaEnergy A B` is defined for any two real square matrices of the same finite size. It takes the real roots of the characteristic polynomial of $(A-B)(A+B)$ with their multiplicities, sums their square roots, halves the sum and subtracts half the trace of $A$. The definition is meant for spectra that are real and nonnegative: non-real eigenvalues would be left out, and `Real.sqrt` returns zero for negative ones. For $D,K>0$ neither occurs.

The theorem `rpa_closing_gap` assumes only `0 < K` and has two parts:

- For every $D>0$, the multiset of eigenvalues is `{D ^ 2, D ^ 2 + 4 * D * K}`, and every member is positive.
- The energy tends to $-K$ along `𝓝[>] 0`, the filter for $D$ approaching zero from above.

Two further theorems describe the approach. `rpa_sqrt_law` states that $(E+K)/\sqrt D\to\sqrt K$, and `rpa_infinite_slope` states that $(E+K)/D$ tends to `atTop`, that is, to $+\infty$.

In all these limits $K$ is fixed while $D$ varies. In a molecule whose bond is being stretched, both would change. The RPA energy expression is taken as a definition and not derived from a many-body Hamiltonian, and the result makes no comparison with the exact correlation energy.

```lean
import Mathlib

open Filter Topology Matrix

namespace RPAClosingGap

noncomputable section

/-- The all-ones matrix in the space of the two spin channels. -/
def spinOnes : Matrix (Fin 2) (Fin 2) ℝ := Matrix.of fun _ _ => 1

/-- The RPA matrix `A = D 1 + K J`, with gap `D` and coupling `K`. -/
def blockA (D K : ℝ) : Matrix (Fin 2) (Fin 2) ℝ := D • 1 + K • spinOnes

/-- The RPA matrix `B = K J`. -/
def blockB (K : ℝ) : Matrix (Fin 2) (Fin 2) ℝ := K • spinOnes

/-- The RPA correlation energy: half the sum of the square roots of the eigenvalues of
`(A - B)(A + B)`, counted with multiplicity, minus half the trace of `A`. It is meant for
matrices for which all these eigenvalues are real and nonnegative. -/
def rpaEnergy {n : Type*} [Fintype n] [DecidableEq n] (A B : Matrix n n ℝ) : ℝ :=
  (((A - B) * (A + B)).charpoly.roots.map Real.sqrt).sum / 2 - A.trace / 2

/-- The product `(A - B)(A + B)` written out in the two spin channels. -/
theorem product_eq (D K : ℝ) :
    (blockA D K - blockB K) * (blockA D K + blockB K) =
      !![D ^ 2 + 2 * D * K, 2 * D * K; 2 * D * K, D ^ 2 + 2 * D * K] := by
  -- the coupling cancels in the difference
  have h : blockA D K - blockB K = D • (1 : Matrix (Fin 2) (Fin 2) ℝ) := by
    unfold blockA blockB
    abel
  rw [h, Matrix.smul_mul, Matrix.one_mul]
  ext i j
  fin_cases i <;> fin_cases j <;> simp [blockA, blockB, spinOnes] <;> ring

/-- The spin-antisymmetric vector belongs to the eigenvalue `D²` of `(A - B)(A + B)`, and the
spin-symmetric vector to `D² + 4DK`. -/
theorem spin_eigenvectors (D K : ℝ) :
    ((blockA D K - blockB K) * (blockA D K + blockB K)) *ᵥ ![1, -1] = D ^ 2 • ![1, -1] ∧
    ((blockA D K - blockB K) * (blockA D K + blockB K)) *ᵥ ![1, 1] =
      (D ^ 2 + 4 * D * K) • ![1, 1] := by
  rw [product_eq]
  constructor <;> ext i <;> fin_cases i <;>
    simp [Matrix.mulVec, dotProduct, Fin.sum_univ_succ] <;> ring

/-- The eigenvalues of `(A - B)(A + B)`, with multiplicity, are `D²` and `D² + 4DK`. -/
theorem eigenvalues_eq (D K : ℝ) :
    ((blockA D K - blockB K) * (blockA D K + blockB K)).charpoly.roots =
      {D ^ 2, D ^ 2 + 4 * D * K} := by
  rw [product_eq]
  -- trace and determinant fix the characteristic polynomial
  have hp : (!![D ^ 2 + 2 * D * K, 2 * D * K; 2 * D * K, D ^ 2 + 2 * D * K]).charpoly =
      (Polynomial.X - Polynomial.C (D ^ 2)) *
        (Polynomial.X - Polynomial.C (D ^ 2 + 4 * D * K)) := by
    have ht : (!![D ^ 2 + 2 * D * K, 2 * D * K; 2 * D * K, D ^ 2 + 2 * D * K]).trace =
        D ^ 2 + (D ^ 2 + 4 * D * K) := by
      rw [Matrix.trace_fin_two_of]
      ring
    have hd : (!![D ^ 2 + 2 * D * K, 2 * D * K; 2 * D * K, D ^ 2 + 2 * D * K]).det =
        D ^ 2 * (D ^ 2 + 4 * D * K) := by
      rw [Matrix.det_fin_two_of]
      ring
    rw [Matrix.charpoly_fin_two, ht, hd]
    simp only [map_add, map_mul, map_pow]
    ring
  have hr : (!![D ^ 2 + 2 * D * K, 2 * D * K; 2 * D * K, D ^ 2 + 2 * D * K]).charpoly.roots =
      {D ^ 2} + {D ^ 2 + 4 * D * K} := by
    rw [hp, Polynomial.roots_mul (mul_ne_zero (Polynomial.X_sub_C_ne_zero _)
      (Polynomial.X_sub_C_ne_zero _)), Polynomial.roots_X_sub_C, Polynomial.roots_X_sub_C]
  exact hr.trans (Multiset.singleton_add _ _)

/-- For a gap `D ≥ 0` and a frequency `ω ≥ 0` with `ω² = D² + 4DK`, the RPA correlation energy
is `(D + ω)/2 - (D + K)`. -/
theorem rpaEnergy_eq {D K ω : ℝ} (hD : 0 ≤ D) (hω : 0 ≤ ω)
    (h : ω ^ 2 = D ^ 2 + 4 * D * K) :
    rpaEnergy (blockA D K) (blockB K) = (D + ω) / 2 - (D + K) := by
  have ht : (blockA D K).trace = 2 * (D + K) := by
    rw [Matrix.trace_fin_two]
    simp [blockA, spinOnes]
    ring
  unfold rpaEnergy
  rw [eigenvalues_eq, ht]
  simp only [Multiset.insert_eq_cons, Multiset.map_cons, Multiset.map_singleton,
    Multiset.sum_cons, Multiset.sum_singleton]
  rw [← h, Real.sqrt_sq hD, Real.sqrt_sq hω]
  ring

/-- For positive gap and coupling the RPA correlation energy lies strictly between `-K`
and zero. -/
theorem rpaEnergy_bounds {D K : ℝ} (hD : 0 < D) (hK : 0 < K) :
    -K < rpaEnergy (blockA D K) (blockB K) ∧ rpaEnergy (blockA D K) (blockB K) < 0 := by
  have hDK := mul_pos hD hK
  have hs : Real.sqrt (D ^ 2 + 4 * D * K) ^ 2 = D ^ 2 + 4 * D * K :=
    Real.sq_sqrt (by positivity)
  rw [rpaEnergy_eq hD.le (Real.sqrt_nonneg _) hs]
  -- the frequency lies between D and D + 2K
  have h1 : D < Real.sqrt (D ^ 2 + 4 * D * K) :=
    lt_of_pow_lt_pow_left₀ 2 (Real.sqrt_nonneg _) (by rw [hs]; nlinarith)
  have h2 : Real.sqrt (D ^ 2 + 4 * D * K) < D + 2 * K :=
    lt_of_pow_lt_pow_left₀ 2 (by positivity) (by rw [hs]; nlinarith [mul_pos hK hK])
  constructor <;> linarith

/-- For `K > 0`, the eigenvalues of `(A - B)(A + B)` at every gap `D > 0` are `D²` and
`D² + 4DK`, all positive, and the RPA correlation energy tends to `-K` as `D` tends to zero
from above. -/
theorem rpa_closing_gap {K : ℝ} (hK : 0 < K) :
    (∀ D : ℝ, 0 < D →
      ((blockA D K - blockB K) * (blockA D K + blockB K)).charpoly.roots =
        {D ^ 2, D ^ 2 + 4 * D * K} ∧
      ∀ x ∈ ((blockA D K - blockB K) * (blockA D K + blockB K)).charpoly.roots, 0 < x) ∧
    Tendsto (fun D => rpaEnergy (blockA D K) (blockB K)) (𝓝[>] 0) (𝓝 (-K)) := by
  constructor
  · intro D hD
    refine ⟨eigenvalues_eq D K, ?_⟩
    rw [eigenvalues_eq]
    intro x hx
    simp only [Multiset.insert_eq_cons, Multiset.mem_cons, Multiset.mem_singleton] at hx
    rcases hx with rfl | rfl <;> positivity
  · -- the closed form is continuous up to zero gap
    have hc : Continuous fun D : ℝ =>
        (D + Real.sqrt (D ^ 2 + 4 * D * K)) / 2 - (D + K) := by fun_prop
    have hl := (hc.tendsto' 0 (-K) (by simp)).mono_left
      (nhdsWithin_le_nhds (s := Set.Ioi (0 : ℝ)))
    refine hl.congr' ?_
    filter_upwards [self_mem_nhdsWithin] with D hD
    have hD' : 0 < D := hD
    exact (rpaEnergy_eq hD'.le (Real.sqrt_nonneg _) (Real.sq_sqrt (by positivity))).symm

/-- For `K > 0`, the RPA correlation energy leaves its zero-gap limit as a square root:
`(E + K)/√D` tends to `√K` as `D` tends to zero from above. -/
theorem rpa_sqrt_law {K : ℝ} (hK : 0 < K) :
    Tendsto (fun D => (rpaEnergy (blockA D K) (blockB K) + K) / Real.sqrt D)
      (𝓝[>] 0) (𝓝 (Real.sqrt K)) := by
  have h4 : Real.sqrt (4 * K) = 2 * Real.sqrt K := by
    rw [Real.sqrt_mul (by norm_num), show (4 : ℝ) = 2 ^ 2 by norm_num,
      Real.sqrt_sq (by norm_num)]
  have hc : Continuous fun D : ℝ => (Real.sqrt (D + 4 * K) - Real.sqrt D) / 2 := by
    fun_prop
  have hl := (hc.tendsto' 0 (Real.sqrt K) (by
    rw [zero_add, h4, Real.sqrt_zero]
    ring)).mono_left (nhdsWithin_le_nhds (s := Set.Ioi (0 : ℝ)))
  refine hl.congr' ?_
  filter_upwards [self_mem_nhdsWithin] with D hD
  have hD' : 0 < D := hD
  have hs : Real.sqrt D ^ 2 = D := Real.sq_sqrt hD'.le
  have ht : Real.sqrt (D + 4 * K) ^ 2 = D + 4 * K := Real.sq_sqrt (by positivity)
  -- the coupled frequency factorises into two square roots
  have hω : (Real.sqrt D * Real.sqrt (D + 4 * K)) ^ 2 = D ^ 2 + 4 * D * K := by
    rw [mul_pow, hs, ht]
    ring
  rw [rpaEnergy_eq hD'.le (by positivity) hω, eq_div_iff (Real.sqrt_pos.mpr hD').ne']
  linear_combination (-1 / 2) * hs

/-- For `K > 0`, the slope `(E + K)/D` of the RPA correlation energy, measured from its
zero-gap limit, grows without bound as `D` tends to zero from above. -/
theorem rpa_infinite_slope {K : ℝ} (hK : 0 < K) :
    Tendsto (fun D => (rpaEnergy (blockA D K) (blockB K) + K) / D) (𝓝[>] 0) atTop := by
  have hs : Tendsto Real.sqrt (𝓝[>] 0) (𝓝[>] 0) := by
    refine tendsto_nhdsWithin_iff.mpr ⟨?_, ?_⟩
    · exact (Real.continuous_sqrt.tendsto' 0 0 Real.sqrt_zero).mono_left nhdsWithin_le_nhds
    · filter_upwards [self_mem_nhdsWithin] with D hD
      exact Real.sqrt_pos.mpr hD
  -- one more division by √D turns the finite limit into a divergence
  have hl := (rpa_sqrt_law hK).pos_mul_atTop (Real.sqrt_pos.mpr hK)
    (tendsto_inv_nhdsGT_zero.comp hs)
  refine hl.congr' ?_
  filter_upwards [self_mem_nhdsWithin] with D hD
  have hD' : 0 < D := hD
  rw [Function.comp_apply, ← div_eq_mul_inv, div_div, Real.mul_self_sqrt hD'.le]

end

end RPAClosingGap
```

```lean
#print axioms RPAClosingGap.spin_eigenvectors
-- 'RPAClosingGap.spin_eigenvectors' depends on axioms: [propext, Classical.choice, Quot.sound]
#print axioms RPAClosingGap.rpaEnergy_bounds
-- 'RPAClosingGap.rpaEnergy_bounds' depends on axioms: [propext, Classical.choice, Quot.sound]
#print axioms RPAClosingGap.rpa_closing_gap
-- 'RPAClosingGap.rpa_closing_gap' depends on axioms: [propext, Classical.choice, Quot.sound]
#print axioms RPAClosingGap.rpa_infinite_slope
-- 'RPAClosingGap.rpa_infinite_slope' depends on axioms: [propext, Classical.choice, Quot.sound]
```

## From the matrix product to the infinite slope

**The spectrum.** `product_eq` first shows that $A-B=D\,\mathbf 1$, where `abel` cancels the coupling, and then checks the four entries of the product. `spin_eigenvectors` verifies the two eigenvector equations for the unnormalised vectors `![1, -1]` and `![1, 1]`. It gives the physical assignment of the eigenvalues, and the later proofs do not need it.

The complete spectrum comes from `eigenvalues_eq`. A $2\times2$ characteristic polynomial is fixed by trace and determinant, which here are

$$
D^2+(D^2+4DK)\qquad\text{and}\qquad D^2(D^2+4DK).
$$

The polynomial therefore factors as $(X-D^2)(X-D^2-4DK)$, and `Polynomial.roots_mul` reads off the roots with multiplicity. These three lemmas hold for all real $D$ and $K$.

**The closed form.** `rpaEnergy_eq` inserts the spectrum and the trace into the definition. It accepts any $\omega\ge0$ with $\omega^2=D^2+4DK$, so the frequency can be supplied in whichever form suits the next step. It also allows $D=0$: with $\omega=0$ it gives the energy $-K$ at zero gap itself.

**The bounds.** `rpaEnergy_bounds` proves $D<\omega<D+2K$ by comparing squares. The lemma `lt_of_pow_lt_pow_left₀` passes from the squares to the numbers, `nlinarith` supplies the inequalities between the squares, and `linarith` turns the result into $-K<E<0$.

**The limit.** In `rpa_closing_gap`, `fun_prop` shows that the closed form is a continuous function of $D$ on the whole real line. Its value at zero is $-K$. Restricting this limit to positive $D$ and replacing the closed form by `rpaEnergy`, which agrees with it there, gives the claim. The step `hl.congr'` makes that replacement. The positivity of the eigenvalues is checked separately for the two members of the multiset.

**The square-root law.** `rpa_sqrt_law` uses the same pattern for the continuous function $(\sqrt{D+4K}-\sqrt D)/2$, whose value at zero is $\sqrt{4K}/2=\sqrt K$. To connect it with the energy, the proof passes $\omega=\sqrt D\,\sqrt{D+4K}$ to `rpaEnergy_eq`. After multiplication by $\sqrt D$, the remaining identity needs only $(\sqrt D)^2=D$, which `linear_combination` supplies.

**The slope.** `rpa_infinite_slope` first shows that $\sqrt D$ approaches zero through positive values, so its inverse tends to $+\infty$. The lemma `pos_mul_atTop` multiplies this divergence by the positive limit $\sqrt K$ from the square-root law. The last line combines the two divisions by $\sqrt D$ into one division by $D$.
